# If Tⁿ is the highest non-vanishing power of a matrix T, the k-fold nested commutator with T vanishes for every H exactly when k > 2n

The nested commutators [...[[H, T], T]..., T] are what appears, order by order, when the transformed operator e^(-T) H e^T is expanded in powers of T. The theorem `termination_order` takes a finite complex matrix T with Tⁿ⁺¹ = 0 and Tⁿ ≠ 0, and says that the k-fold commutator is zero for all matrices H if and only if k > 2n. H is arbitrary here: it need not be Hermitian or limited to one- and two-body terms. That the commutators vanish beyond 2n comes from an earlier lemma. For the converse, the proof supposes that k ≤ 2n and carries the vanishing upwards by induction from k to 2n for H = (Tⁿ)ᴴ, the adjoint of Tⁿ, whose 2n-fold commutator is already known to be nonzero.

This version doesn't compile in Lean 4 with Mathlib:

```lean
import Mathlib

open Matrix
open scoped ComplexOrder

namespace TerminationOrder

variable {ι : Type*} [Fintype ι] [DecidableEq ι]

/-- The `k`-fold nested commutator `[...[[H, T], T]..., T]` of `H` with `T`. -/
def nestedComm (T H : Matrix ι ι ℂ) : ℕ → Matrix ι ι ℂ
  | 0 => H
  | k + 1 => nestedComm T H k * T - T * nestedComm T H k

/-- The `k`-fold nested commutator is a binomial sum of terms in which `m` factors `T` stand
to the left of `H` and `k - m` to the right, with sign `(-1)^m`. -/
theorem nestedComm_expansion (T H : Matrix ι ι ℂ) (k : ℕ) :
    nestedComm T H k = ∑ m ∈ Finset.range (k + 1),
      ((-1 : ℂ) ^ m * (k.choose m : ℂ)) • (T ^ m * H * T ^ (k - m)) := by
  -- the commutator is the sum of two commuting maps: multiplication by -T and by T
  have h : ∀ j, nestedComm T H j =
      ((LinearMap.mulLeft ℂ ((-1 : ℂ) • T) + LinearMap.mulRight ℂ T) ^ j) H := by
    intro j
    induction j with
    | zero => simp [nestedComm]
    | succ j ih =>
      rw [pow_succ', Module.End.mul_apply, ← ih]
      simp only [nestedComm, LinearMap.add_apply, LinearMap.mulLeft_apply,
        LinearMap.mulRight_apply, Matrix.smul_mul]
      module
  have hc : Commute (LinearMap.mulLeft ℂ ((-1 : ℂ) • T)) (LinearMap.mulRight ℂ T) := by
    rw [commute_iff_eq]
    refine LinearMap.ext fun X => ?_
    simp only [Module.End.mul_apply, LinearMap.mulLeft_apply, LinearMap.mulRight_apply,
      Matrix.mul_assoc]
  rw [h, hc.add_pow, LinearMap.sum_apply]
  refine Finset.sum_congr rfl fun m _ => ?_
  rw [LinearMap.pow_mulLeft, LinearMap.pow_mulRight, Module.End.mul_apply,
    Module.End.mul_apply, Module.End.natCast_apply, LinearMap.mulLeft_apply,
    LinearMap.mulRight_apply, ← Nat.cast_smul_eq_nsmul ℂ, smul_pow, Matrix.smul_mul,
    Matrix.smul_mul, Matrix.mul_smul, smul_smul, ← Matrix.mul_assoc]

/-- If `T^n = 0`, the `k`-fold nested commutator of every `H` with `T` vanishes as soon as
`k + 1` is at least `2n`. -/
theorem nestedComm_eq_zero {T : Matrix ι ι ℂ} {n k : ℕ} (hT : T ^ n = 0)
    (hk : 2 * n ≤ k + 1) (H : Matrix ι ι ℂ) : nestedComm T H k = 0 := by
  rw [nestedComm_expansion]
  refine Finset.sum_eq_zero fun m _ => ?_
  -- one of the two sides carries at least n factors of T
  rcases le_or_gt n m with h | h
  · rw [pow_eq_zero_of_le h hT, Matrix.zero_mul, Matrix.zero_mul, smul_zero]
  · rw [pow_eq_zero_of_le (show n ≤ k - m by omega) hT, Matrix.mul_zero, smul_zero]

/-- If `T^(n+1) = 0`, only the central term of the `2n`-fold nested commutator survives, with
`n` factors `T` on each side of `H`. -/
theorem nestedComm_central {T : Matrix ι ι ℂ} {n : ℕ} (hT : T ^ (n + 1) = 0)
    (H : Matrix ι ι ℂ) : nestedComm T H (2 * n) =
      ((-1 : ℂ) ^ n * ((2 * n).choose n : ℂ)) • (T ^ n * H * T ^ n) := by
  rw [nestedComm_expansion, Finset.sum_eq_single n]
  · rw [show 2 * n - n = n by omega]
  · intro m _ hm
    rcases lt_or_gt_of_ne hm with h | h
    · rw [pow_eq_zero_of_le (show n + 1 ≤ 2 * n - m by omega) hT, Matrix.mul_zero, smul_zero]
    · rw [pow_eq_zero_of_le (show n + 1 ≤ m by omega) hT, Matrix.zero_mul, Matrix.zero_mul,
        smul_zero]
  · intro h
    exact absurd (Finset.mem_range.mpr (by omega)) h

/-- Let `T^n` be the highest non-vanishing power of `T`. Then the `(2n+1)`-fold nested commutator
of every `H` with `T` vanishes, while the `2n`-fold one is nonzero for `H` the adjoint of `T^n`. -/
theorem sharp_termination {T : Matrix ι ι ℂ} {n : ℕ} (hT : T ^ (n + 1) = 0)
    (hn : T ^ n ≠ 0) :
    (∀ H, nestedComm T H (2 * n + 1) = 0) ∧ nestedComm T (T ^ n)ᴴ (2 * n) ≠ 0 := by
  refine ⟨nestedComm_eq_zero hT (by omega), fun h => hn ?_⟩
  rw [nestedComm_central hT] at h
  have hc : (-1 : ℂ) ^ n * ((2 * n).choose n : ℂ) ≠ 0 :=
    mul_ne_zero (pow_ne_zero _ (neg_ne_zero.mpr one_ne_zero))
      (Nat.cast_ne_zero.mpr (Nat.choose_pos (by omega)).ne')
  have hA := (smul_eq_zero.mp h).resolve_left hc
  -- A Aᴴ A = 0 makes Aᴴ A, and then A, vanish
  apply Matrix.conjTranspose_mul_self_eq_zero.mp
  apply Matrix.conjTranspose_mul_self_eq_zero.mp
  rw [Matrix.conjTranspose_mul, Matrix.conjTranspose_conjTranspose, Matrix.mul_assoc,
    ← Matrix.mul_assoc (T ^ n), hA, Matrix.mul_zero]

/-- If `T^n` is the highest non-vanishing power of `T`, the `k`-fold nested commutator with `T`
vanishes for all `H` exactly when `k` exceeds `2n`. -/
theorem termination_order {T : Matrix ι ι ℂ} {n : ℕ} (hT : T ^ (n + 1) = 0)
    (hn : T ^ n ≠ 0) (k : ℕ) : (∀ H, nestedComm T H k = 0) ↔ 2 * n < k := by
  refine ⟨fun h => ?_, fun h => nestedComm_eq_zero hT (by omega)⟩
  by_contra hk
  -- once a nested commutator vanishes, all later ones do
  have later : ∀ m, k ≤ m → nestedComm T (T ^ n)ᴴ m = 0 := by
    intro m hm
    induction m, hm using Nat.le_induction with
    | base => exact h _
    | succ m _ ih => simp [nestedComm, ih]
  exact (sharp_termination hT hn).2 (later _ (by omega))

end TerminationOrder
```

The compiler's answer:

```
Main.lean:97:18: error: unsolved goals
case succ
ι : Type u_1
inst✝¹ : Fintype ι
inst✝ : DecidableEq ι
T : Matrix ι ι ℂ
n : ℕ
hT : T ^ (n + 1) = 0
hn : T ^ n ≠ 0
k : ℕ
h : ∀ (H : Matrix ι ι ℂ), nestedComm T H k = 0
hk : ¬2 * n < k
m✝ m : ℕ
hmn✝ : k ≤ m
ih : nestedComm T (T ^ n)ᴴ m = 0
⊢ nestedComm T (Tᴴ ^ n) m * T - T * nestedComm T (Tᴴ ^ n) m = 0
Main.lean:97:39: warning: This simp argument is unused:
  ih

Hint: Omit it from the simp argument list.
  [apply] simp [nestedComm]

Note: This linter can be disabled with `set_option linter.unusedSimpArgs false`
```

Lean accepts the file once it reads:

```diff
@@ -95,5 +95,5 @@
     induction m, hm using Nat.le_induction with
     | base => exact h _
-    | succ m _ ih => simp [nestedComm, ih]
+    | succ m _ ih => simp only [nestedComm, ih, Matrix.zero_mul, Matrix.mul_zero, sub_self]
   exact (sharp_termination hT hn).2 (later _ (by omega))
 
```

The error is in the induction step, where the next commutator has to vanish because the present one does. The hypothesis `ih` says just that, for the matrix `(T ^ n)ᴴ`. But `simp` also applies its default lemmas, and these turn the adjoint of a power into a power of the adjoint, so the goal that remains speaks of `Tᴴ ^ n`. The two matrices are equal, but `ih` is used as a rewrite rule and its left side still contains `(T ^ n)ᴴ`, so it no longer matches. The warning that `ih` is unused has the same cause, and following its hint to drop `ih` would not help, since the step depends on it.

The repair uses `simp only`, which leaves the adjoint as it is. The definition of `nestedComm` unfolds, `ih` replaces both commutators by zero, and `0 * T - T * 0` is left. `Matrix.zero_mul`, `Matrix.mul_zero` and `sub_self` reduce this to zero; they have to be listed because `simp only` does not bring in the default lemmas.
